# In a quadratic energy model, a path crossing a hyperplane of nonnegative curvature through the stationary point reaches at least that point's energy

The energy near a stationary point `x₀` is modelled as `E₀` plus half the quadratic form of a real square matrix `H` in the displacement from `x₀`, with finitely many coordinates. The theorem `barrier_of_single_descent` assumes that this form is nonnegative on every displacement orthogonal to a vector `u`. It states that any continuous path between two geometries strictly on opposite sides of the hyperplane through `x₀` orthogonal to `u` has a point where the model energy is at least `E₀`. The attempt uses the intermediate value theorem to find a point where the path meets the hyperplane, then applies the curvature assumption there.

Lean 4 with Mathlib refuses this proof:

```lean
import Mathlib

open Matrix

namespace HigherIndexSaddle

noncomputable section

variable {n : Type*} [Fintype n]

/-- The bilinear form `xᵀ H y` of a real square matrix `H`. -/
def hessForm (H : Matrix n n ℝ) (x y : n → ℝ) : ℝ := x ⬝ᵥ H *ᵥ y

/-- The quadratic model of the energy around a stationary point `x₀` of energy `E₀`. -/
def quadraticModel (E₀ : ℝ) (x₀ : n → ℝ) (H : Matrix n n ℝ) (x : n → ℝ) : ℝ :=
  E₀ + 1 / 2 * hessForm H (x - x₀) (x - x₀)

/-- If the curvature is nonnegative on the hyperplane orthogonal to `u`, every path between
geometries on opposite sides of that hyperplane through `x₀` reaches at least the energy `E₀`. -/
theorem barrier_of_single_descent {H : Matrix n n ℝ} {u : n → ℝ}
    (hu : ∀ z, u ⬝ᵥ z = 0 → 0 ≤ hessForm H z z) (E₀ : ℝ) (x₀ : n → ℝ) {x y : n → ℝ}
    (hx : u ⬝ᵥ (x - x₀) < 0) (hy : 0 < u ⬝ᵥ (y - x₀)) (γ : Path x y) :
    ∃ t, E₀ ≤ quadraticModel E₀ x₀ H (γ t) := by
  have hl : Continuous fun z : n → ℝ => u ⬝ᵥ (z - x₀) := by
    simp only [dotProduct, Pi.sub_apply]
    fun_prop
  have hc : Continuous fun t => u ⬝ᵥ (γ t - x₀) := hl.comp γ.continuous
  -- the path must cross the dividing hyperplane
  obtain ⟨t, ht⟩ := mem_range_of_exists_le_of_exists_ge hc
    ⟨0, by simpa using hx.le⟩ ⟨1, by simpa using hy.le⟩
  refine ⟨t, ?_⟩
  have := hu _ ht
  unfold quadraticModel
  linarith

end

end HigherIndexSaddle
```

The compiler's answer:

```
Main.lean:30:11: error: Type mismatch: After simplification, term
  LT.lt.le hx
 has type
  u ⬝ᵥ x ≤ u ⬝ᵥ x₀
but is expected to have type
  u ⬝ᵥ x ≤ ?m.154 + u ⬝ᵥ x₀
```

Fix (accepted with no message):

```diff
@@ -27,6 +27,13 @@
   have hc : Continuous fun t => u ⬝ᵥ (γ t - x₀) := hl.comp γ.continuous
   -- the path must cross the dividing hyperplane
-  obtain ⟨t, ht⟩ := mem_range_of_exists_le_of_exists_ge hc
-    ⟨0, by simpa using hx.le⟩ ⟨1, by simpa using hy.le⟩
+  have h0 : u ⬝ᵥ (γ 0 - x₀) ≤ 0 := by
+    rw [γ.source]
+    exact hx.le
+  have h1 : 0 ≤ u ⬝ᵥ (γ 1 - x₀) := by
+    rw [γ.target]
+    exact hy.le
+  have hr : (0 : ℝ) ∈ Set.range fun t => u ⬝ᵥ (γ t - x₀) :=
+    mem_range_of_exists_le_of_exists_ge hc ⟨0, h0⟩ ⟨1, h1⟩
+  obtain ⟨t, ht⟩ := hr
   refine ⟨t, ?_⟩
   have := hu _ ht
```

The lemma `mem_range_of_exists_le_of_exists_ge` shows that a continuous function takes a value lying between two of its values. Here that value should be 0, but nothing in the `obtain` line says so when the first `simpa` runs, and Lean leaves it as the unknown `?m.154`.

`simpa` therefore simplifies the goal to `u ⬝ᵥ x ≤ ?m.154 + u ⬝ᵥ x₀`, with the unknown still in the sum. It simplifies `hx.le`, where the zero is explicit, to `u ⬝ᵥ x ≤ u ⬝ᵥ x₀`. Lean does not match the two right-hand sides by taking the unknown to be 0, hence the type mismatch.

The repair states the type of `hr` with `(0 : ℝ)`, which fixes the value. `h0` and `h1` also state the endpoint inequalities with an explicit zero. Each rewrites the path's endpoint with `γ.source` or `γ.target`, after which `hx.le` or `hy.le` is exactly the goal, so no simplified forms need to agree. Taking `t` and `ht` from `hr` on a separate line is mere tidying.
